# The Percus–Yevick direct correlation function of hard spheres from Baxter's quadratic factor

## Do the cubic $c(r)$ and $1/S(0)=a^2$ follow from one quadratic?

If a coefficient in the hard-sphere direct correlation function is wrong, the structure factor computed from it can still look like that of a liquid. A packing fraction fitted to scattering data then comes out wrong, and so does the compressibility read off at small wave number.

The formulas I want to rely on are these. With the sphere diameter as unit of length and packing fraction $\eta$, Baxter's factor function in the Percus–Yevick approximation vanishes for $r>1$ and is, for $0\le r\le1$,
$$Q(r)=\tfrac a2(r^2-1)+b(r-1),\qquad a=\frac{1+2\eta}{(1-\eta)^2},\quad b=-\frac{3\eta}{2(1-\eta)^2}.$$
It is supposed to give a cubic $c(r)$ inside the core and $1/S(0)=a^2$. Can I see every step, including where $a$ and $b$ come from, together with a machine-checked proof?

## From the core condition to the compressibility

Yes. The starting point is Baxter's pair of equations for the total correlation function $h$ and the direct correlation function $c$, which are taken as given here. The rest is integration of polynomials.

### The core fixes $a$ and $b$

Hard spheres cannot overlap, so $h=-1$ at distances below one diameter. For $0<r<1$ and $0\le t\le1$ we have $|r-t|<1$, and Baxter's equation for $h$, which is $r\,h(r)=-Q'(r)+12\eta\int_0^1(r-t)\,h(|r-t|)\,Q(t)\,dt$, becomes
$$-r=-Q'(r)-12\eta\int_0^1(r-t)\,Q(t)\,dt .$$
Here $Q'(r)=ar+b$, and the two moments needed are
$$\int_0^1Q\,dt=-\frac a3-\frac b2,\qquad \int_0^1tQ\,dt=-\frac a8-\frac b6 .$$
Both sides are linear in $r$. Comparing coefficients gives
$$a=1+4\eta a+6\eta b,\qquad b=-\tfrac32\eta a-2\eta b .$$
The determinant of this linear system is $(1-4\eta)(1+2\eta)+9\eta^2=(1-\eta)^2$. For $\eta\neq1$ the solution is therefore unique, and it is the stated pair. Two combinations are useful below:
$$a+2b=\frac1{1-\eta},\qquad a+b=\frac{1+\eta/2}{(1-\eta)^2}.$$

### The convolution gives a cubic

For $0<r\le1$, Baxter's equation for $c$ is
$$r\,c(r)=-Q'(r)+12\eta J(r),\qquad J(r)=\int_r^1Q'(t)\,Q(t-r)\,dt .$$
Differentiating $J$ with respect to $r$ gives
$$J'(r)=-Q'(r)Q(0)-\int_r^1(at+b)\bigl(a(t-r)+b\bigr)dt .$$
The first term is $(ar+b)(a/2+b)$, and the remaining integral is
$$\frac{a^2}3+ab+b^2-\Bigl(\frac{a^2}2+ab+b^2\Bigr)r+\frac{a^2}6r^3 .$$
Subtracting, we find
$$J'(r)=-\Bigl(\frac{a^2}3+\frac{ab}2\Bigr)+(a+b)^2r-\frac{a^2}6r^3 .$$
Since $Q(1)=0$, the value at the origin is $J(0)=\int_0^1Q'Q\,dt=-\tfrac12Q(0)^2=-\tfrac18(a+2b)^2$. Integrating $J'$ from there and inserting the result,
$$r\,c(r)=-b-\tfrac32\eta(a+2b)^2-a(1+4\eta a+6\eta b)\,r+6\eta(a+b)^2r^2-\tfrac12\eta a^2r^4 .$$
The constant term vanishes, because $\tfrac32\eta(a+2b)^2=\tfrac{3\eta}{2(1-\eta)^2}=-b$. The bracket in the linear term equals $a$ by the first core equation. Dividing by $r$,
$$c(r)=-a^2+\frac{6\eta(1+\eta/2)^2}{(1-\eta)^4}\,r-\frac{\eta a^2}2r^3 .$$
At $r=1$ the convolution is over an empty interval, so $c(1)=-Q'(1)=-(a+b)$.

### Zero wave number and the equation of state

The number density is $6\eta/\pi$, so the Ornstein–Zernike relation at $k=0$ reads $1/S(0)=1-24\eta\int_0^1r^2c\,dr$. The cubic gives
$$1-24\eta\int_0^1r^2c\,dr=1+8\eta a^2-36\eta^2(a+b)^2+2\eta^2a^2 .$$
This equals $a^2$ if
$$(1+2\eta)^2(1-8\eta-2\eta^2)+36\eta^2(1+\eta/2)^2=(1-\eta)^4 .$$
On the left, the first product is $1-4\eta-30\eta^2-40\eta^3-8\eta^4$ and the second is $36\eta^2+36\eta^3+9\eta^4$. Their sum is $1-4\eta+6\eta^2-4\eta^3+\eta^4$, as required.

Now take $Z=(1+\eta+\eta^2)/(1-\eta)^3$. The quotient rule gives
$$\frac{d(\eta Z)}{d\eta}=\frac{(1+2\eta+3\eta^2)(1-\eta)+3(\eta+\eta^2+\eta^3)}{(1-\eta)^4}=\frac{(1+2\eta)^2}{(1-\eta)^4}=a^2=\frac1{S(0)} .$$

### The numbers at $\eta=1/4$

Here $a=8/3$, $b=-2/3$ and $a+b=2$, so
$$c(r)=-\tfrac{64}9+6r-\tfrac89r^3,\qquad c(1)=-2 .$$
The integral is $\int_0^1r^2c\,dr=-\tfrac{64}{27}+\tfrac32-\tfrac4{27}=-\tfrac{55}{54}$. Hence $1-24\cdot\tfrac14\cdot(-\tfrac{55}{54})=\tfrac{64}9=a^2$, and $S(0)=9/64\approx0.141$.

### The Lean file

```lean
import Mathlib

open Set

namespace PercusYevickHardSpheres

noncomputable section

/-- Baxter's quadratic factor function with coefficients `a` and `b`, for spheres of
diameter one. -/
def Q (a b r : ℝ) : ℝ := a * (r ^ 2 - 1) / 2 + b * (r - 1)

/-- The coefficient `a` of Baxter's factor function (twice the coefficient of `r ^ 2`) at packing
fraction `η`, for `η ≠ 1`. -/
def coefA (η : ℝ) : ℝ := (1 + 2 * η) / (1 - η) ^ 2

/-- The linear coefficient at packing fraction `η`, for `η ≠ 1`. -/
def coefB (η : ℝ) : ℝ := -3 * η / (2 * (1 - η) ^ 2)

/-- The direct correlation function at distance `r > 0` and packing fraction `η ≠ 1`: Baxter's
relation gives it inside the core, and the Percus-Yevick closure sets it to zero outside. -/
def directCorr (η r : ℝ) : ℝ :=
  if r ≤ 1 then
    (-deriv (Q (coefA η) (coefB η)) r
      + 12 * η * ∫ t in r..1,
          deriv (Q (coefA η) (coefB η)) t * Q (coefA η) (coefB η) (t - r)) / r
  else 0

/-- The static structure factor at wave number `k`, from the Ornstein-Zernike relation;
its domain is where the denominator is nonzero and `η ≠ 1`. -/
def structureFactor (η k : ℝ) : ℝ :=
  1 / (1 - 24 * η * ∫ r in (0 : ℝ)..1, r ^ 2 * directCorr η r * Real.sinc (k * r))

/-- The compressibility factor `Z` as a function of the packing fraction `η ≠ 1`. -/
def compressibilityFactor (η : ℝ) : ℝ := (1 + η + η ^ 2) / (1 - η) ^ 3

/-- The slope of Baxter's factor function is `a r + b`. -/
theorem hasDerivAt_Q (a b r : ℝ) : HasDerivAt (Q a b) (a * r + b) r := by
  have h := ((((hasDerivAt_pow 2 r).sub_const 1).const_mul a).div_const 2).fun_add
    (((hasDerivAt_id' r).sub_const 1).const_mul b)
  exact h.congr_deriv (by simp only [Nat.reduceSub, Nat.cast_ofNat, pow_one]; ring)

/-- The integral of a function that is a polynomial of degree at most five on the
interval of integration. -/
theorem integral_quintic {f : ℝ → ℝ} (c0 c1 c2 c3 c4 c5 u v : ℝ)
    (hf : ∀ x ∈ uIcc u v,
      f x = c0 + c1 * x + c2 * x ^ 2 + c3 * x ^ 3 + c4 * x ^ 4 + c5 * x ^ 5) :
    ∫ x in u..v, f x =
      c0 * (v - u) + c1 / 2 * (v ^ 2 - u ^ 2) + c2 / 3 * (v ^ 3 - u ^ 3)
        + c3 / 4 * (v ^ 4 - u ^ 4) + c4 / 5 * (v ^ 5 - u ^ 5) + c5 / 6 * (v ^ 6 - u ^ 6) := by
  rw [intervalIntegral.integral_congr hf]
  -- an explicit antiderivative
  have h : ∀ x ∈ uIcc u v, HasDerivAt
      (fun y : ℝ => c0 * y + c1 / 2 * y ^ 2 + c2 / 3 * y ^ 3 + c3 / 4 * y ^ 4
        + c4 / 5 * y ^ 5 + c5 / 6 * y ^ 6)
      (c0 + c1 * x + c2 * x ^ 2 + c3 * x ^ 3 + c4 * x ^ 4 + c5 * x ^ 5) x := by
    intro x _
    have h := ((((((hasDerivAt_id' x).const_mul c0).fun_add
      ((hasDerivAt_pow 2 x).const_mul (c1 / 2))).fun_add
      ((hasDerivAt_pow 3 x).const_mul (c2 / 3))).fun_add
      ((hasDerivAt_pow 4 x).const_mul (c3 / 4))).fun_add
      ((hasDerivAt_pow 5 x).const_mul (c4 / 5))).fun_add
      ((hasDerivAt_pow 6 x).const_mul (c5 / 6))
    exact h.congr_deriv (by simp only [Nat.reduceSub, Nat.cast_ofNat, pow_one]; ring)
  rw [intervalIntegral.integral_eq_sub_of_hasDerivAt h
    (Continuous.intervalIntegrable (by fun_prop) u v)]
  ring

/-- For `η ≠ 1`, a quadratic factor function satisfies Baxter's equation with total correlation
`h = -1` throughout the core exactly when its coefficients are `coefA η` and `coefB η`. -/
theorem core_condition_iff {η : ℝ} (hη : η ≠ 1) (a b : ℝ) :
    (∀ r ∈ Ioo (0 : ℝ) 1,
      r * (-1) = -deriv (Q a b) r + 12 * η * ∫ t in (0 : ℝ)..1, (r - t) * (-1) * Q a b t) ↔
    a = coefA η ∧ b = coefB η := by
  have h1 : 1 - η ≠ 0 := sub_ne_zero.mpr hη.symm
  have key : ∀ r : ℝ, ∫ t in (0 : ℝ)..1, (r - t) * (-1) * Q a b t =
      r * (a / 3 + b / 2) - a / 8 - b / 6 := by
    intro r
    have e := integral_quintic (f := fun t => (r - t) * (-1) * Q a b t)
      (r * (a / 2 + b)) (-(r * b) - a / 2 - b) (b - r * a / 2) (a / 2) 0 0 0 1
      (fun t _ => by simp only [Q]; ring)
    rw [e]
    ring
  simp only [key, (hasDerivAt_Q a b _).deriv]
  constructor
  · intro h
    -- two distances inside the core fix both coefficients
    have p := h (1 / 4) ⟨by norm_num, by norm_num⟩
    have q := h (1 / 2) ⟨by norm_num, by norm_num⟩
    have E1 : a = 1 + 4 * η * a + 6 * η * b := by linarith
    have E2 : b = -(3 * η * a / 2) - 2 * η * b := by linarith
    constructor
    · rw [coefA, eq_div_iff (pow_ne_zero 2 h1)]
      linear_combination (1 + 2 * η) * E1 + 6 * η * E2
    · rw [coefB, eq_div_iff (mul_ne_zero two_ne_zero (pow_ne_zero 2 h1))]
      linear_combination 2 * (1 - 4 * η) * E2 - 3 * η * E1
  · rintro ⟨rfl, rfl⟩ r _
    unfold coefA coefB
    field_simp
    ring

/-- For `0 ≤ η < 1`, Baxter's relation gives the cubic direct correlation function in the core,
and the inverse structure factor at zero wave number is the square of `coefA η`. -/
theorem percusYevick_solution {η : ℝ} (h0 : 0 ≤ η) (h1 : η < 1) :
    (∀ r : ℝ, 0 < r → r ≤ 1 → directCorr η r =
      -coefA η ^ 2 + 6 * η * (1 + η / 2) ^ 2 / (1 - η) ^ 4 * r
        - η * coefA η ^ 2 / 2 * r ^ 3) ∧
    1 - 24 * η * (∫ r in (0 : ℝ)..1, r ^ 2 * directCorr η r) = coefA η ^ 2 ∧
    structureFactor η 0 * coefA η ^ 2 = 1 := by
  have hne : 1 - η ≠ 0 := by linarith
  have hc : ∀ r : ℝ, 0 < r → r ≤ 1 → directCorr η r =
      -coefA η ^ 2 + 6 * η * (1 + η / 2) ^ 2 / (1 - η) ^ 4 * r
        - η * coefA η ^ 2 / 2 * r ^ 3 := by
    intro r hr hr1
    -- the convolution of the slope with the shifted factor function
    have e := integral_quintic
      (f := fun t => (coefA η * t + coefB η) * Q (coefA η) (coefB η) (t - r))
      (coefB η * (coefA η * (r ^ 2 - 1) / 2 - coefB η * (r + 1)))
      (coefA η * (coefA η * (r ^ 2 - 1) / 2 - coefB η * (r + 1))
        + coefB η * (coefB η - coefA η * r))
      (coefA η * (coefB η - coefA η * r) + coefA η * coefB η / 2)
      (coefA η ^ 2 / 2) 0 0 r 1 (fun t _ => by simp only [Q]; ring)
    simp only [directCorr, if_pos hr1, (hasDerivAt_Q _ _ _).deriv]
    rw [e, div_eq_iff hr.ne']
    unfold coefA coefB
    field_simp
    ring
  have hI : 1 - 24 * η * (∫ r in (0 : ℝ)..1, r ^ 2 * directCorr η r) = coefA η ^ 2 := by
    have e := integral_quintic (f := fun r => r ^ 2 * directCorr η r)
      0 0 (-coefA η ^ 2) (6 * η * (1 + η / 2) ^ 2 / (1 - η) ^ 4) 0
      (-(η * coefA η ^ 2 / 2)) 0 1 (fun r hr => by
        rw [uIcc_of_le zero_le_one] at hr
        rcases hr.1.eq_or_lt with h | h
        · subst h
          simp
        · simp only [hc r h hr.2]
          ring)
    rw [e]
    unfold coefA
    field_simp
    ring
  refine ⟨hc, hI, ?_⟩
  have ha : coefA η ≠ 0 := div_ne_zero (by linarith) (pow_ne_zero 2 hne)
  simp only [structureFactor, zero_mul, Real.sinc_zero, mul_one]
  rw [hI]
  exact one_div_mul_cancel (pow_ne_zero 2 ha)

/-- For `η ≠ 1`, the direct correlation function at contact, with the core relation used at `r = 1`,
is minus `(1 + η/2)/(1 - η)²`. -/
theorem contact_value {η : ℝ} (hη : η ≠ 1) :
    (1 - η) ^ 2 * (-directCorr η 1) = 1 + η / 2 := by
  have hne : 1 - η ≠ 0 := sub_ne_zero.mpr hη.symm
  simp only [directCorr, le_refl, if_true, (hasDerivAt_Q _ _ _).deriv,
    intervalIntegral.integral_same]
  unfold coefA coefB
  field_simp
  ring

/-- The compressibility equation of state: for `0 ≤ η < 1`, the derivative of `η Z(η)` with
respect to the packing fraction is the inverse structure factor at zero wave number. -/
theorem compressibility_equation_of_state {η : ℝ} (h0 : 0 ≤ η) (h1 : η < 1) :
    HasDerivAt (fun x => x * compressibilityFactor x) (1 / structureFactor η 0) η := by
  have hne : 1 - η ≠ 0 := by linarith
  have hS := (percusYevick_solution h0 h1).2.2
  have hS0 : structureFactor η 0 ≠ 0 := by
    intro h
    rw [h] at hS
    simp at hS
  have hinv : 1 / structureFactor η 0 = coefA η ^ 2 := by
    rw [div_eq_iff hS0]
    linarith
  rw [hinv]
  -- product and quotient rules
  have hnum := ((hasDerivAt_id' η).const_add 1).fun_add (hasDerivAt_pow 2 η)
  have hden := ((hasDerivAt_id' η).const_sub 1).fun_pow 3
  have h := (hasDerivAt_id' η).fun_mul (hnum.fun_div hden (pow_ne_zero 3 hne))
  refine h.congr_deriv ?_
  simp only [Nat.reduceSub, Nat.cast_ofNat, pow_one]
  unfold coefA
  field_simp
  ring

end

end PercusYevickHardSpheres
```

```lean
#print axioms PercusYevickHardSpheres.core_condition_iff
#print axioms PercusYevickHardSpheres.percusYevick_solution
#print axioms PercusYevickHardSpheres.contact_value
#print axioms PercusYevickHardSpheres.compressibility_equation_of_state
```

```
'PercusYevickHardSpheres.core_condition_iff' depends on axioms: [propext, Classical.choice, Quot.sound]
'PercusYevickHardSpheres.percusYevick_solution' depends on axioms: [propext, Classical.choice, Quot.sound]
'PercusYevickHardSpheres.contact_value' depends on axioms: [propext, Classical.choice, Quot.sound]
'PercusYevickHardSpheres.compressibility_equation_of_state' depends on axioms: [propext, Classical.choice, Quot.sound]
```

### What the definitions and theorems say

All quantities are real numbers. `Q a b r` is the quadratic, while `coefA η` and `coefB η` are $a$ and $b$. The function `directCorr η r` is defined by Baxter's relation for $r\le1$ and is zero beyond. That zero is the Percus–Yevick closure: direct correlations are taken to reach no further than the hard-core potential itself. It is an approximation to the real hard-sphere fluid.

`structureFactor η k` is the Ornstein–Zernike expression with the radial Fourier kernel `Real.sinc (k * r)`, meaning $\sin(kr)/(kr)$ with value 1 at zero argument. The prefactor 24η is $4\pi$ times the number density, for unit diameter. The definition covers every $k$, but the theorems evaluate it at $k=0$.

There are four physical statements.

- `core_condition_iff` says that, for $\eta\ne1$, a quadratic of the form `Q a b` satisfies Baxter's equation with $h=-1$ at every $r$ in the open interval $(0,1)$ if and only if $a$ and $b$ have the stated values. The quadratic form is assumed.
- `percusYevick_solution` says that, for $0\le\eta<1$, `directCorr` is the stated cubic on $0<r\le1$, the combination $1-24\eta\int_0^1r^2c\,dr$ equals $a^2$, and $S(0)\,a^2=1$.
- `contact_value` says that $(1-\eta)^2(-c(1))=1+\eta/2$ for $\eta\neq1$. In this closure $-c(1)$ is the pair distribution function at contact, approached from outside, because $g-c$ is continuous there.
- `compressibility_equation_of_state` says that $\eta Z(\eta)$ has derivative $1/S(0)$ for $0\le\eta<1$. The formula for $Z$ is entered as a definition. Its reading as pressure over (density times $k_BT$) rests on the thermodynamic link between $S(0)$ and the isothermal compressibility. The virial formula, which uses the contact value instead, gives a different pressure for $\eta>0$, because the closure is approximate.

Baxter's two equations enter as the form of the core condition and the definition of `directCorr`; their derivation from the Ornstein–Zernike equation by factorisation is not part of the file. The range of $\eta$ is algebraic and extends past close packing, where there is no hard-sphere fluid to describe. At $\eta=0$ the formulas reduce to $c=-1$ in the core and $S(0)=1$, the dilute limit.

For a one-component hard-sphere fluid, the result gives a closed-form but approximate reference value for the small-$k$ limit of a structure factor obtained in simulation. The simulation does not make the Percus–Yevick approximation, so exact agreement is not expected at finite density.

### How Lean carries out the integrals

`hasDerivAt_Q` proves $Q'(r)=ar+b$. `integral_quintic` evaluates the integral of any function that agrees with a polynomial of degree at most five on the interval. It differentiates an explicit antiderivative and applies the fundamental theorem of calculus. Degree five is what $r^2c(r)$ needs, and the same lemma serves every other nontrivial integral in the file.

In `core_condition_iff`, the local statement `key` evaluates the core integral in one step, by expanding the whole integrand as a polynomial in $t$ and applying `integral_quintic`. The forward direction does not compare coefficients: it sets $r=1/4$ and $r=1/2$, and `linarith` recovers the two linear equations as `E1` and `E2`. The `linear_combination` steps then eliminate one unknown at a time. For $a$, the combination is $(1+2\eta)$ times the first equation plus $6\eta$ times the second, which leaves $(1-\eta)^2a=1+2\eta$. The converse substitutes the values and checks the equation.

The cubic in `percusYevick_solution` is reached by a more direct route than the differentiation of $J$ above. The integrand $Q'(t)Q(t-r)$ is expanded as a polynomial in $t$, with coefficients depending on $r$, and passed to `integral_quintic`. After multiplication by $r$, the coefficients are inserted, and `field_simp` and `ring` confirm the identity. This covers both the vanishing constant term and the collapse of the linear term to $-a^2$.

The second part integrates $r^2c(r)$ with the same lemma. The endpoint $r=0$ is treated separately, since the cubic was established only for $r>0$; there the factor $r^2$ makes the integrand zero. The third part uses $\operatorname{sinc}0=1$ to identify the denominator of $S(0)$ with $a^2$, which is nonzero because $1+2\eta>0$.

For `contact_value`, `intervalIntegral.integral_same` removes the integral from 1 to 1, leaving $-(a+b)$. The equation of state first obtains $S(0)\ne0$ from $S(0)\,a^2=1$, rewrites $1/S(0)$ as $a^2$, and then applies the product and quotient rules. The final `field_simp` and `ring` confirm that the resulting derivative equals $a^2$.
